# Replacing the rows and columns of chosen sites by those of the identity gives the same determinant as deleting the sites

Let `A` be a square matrix indexed by a finite set of sites, with entries in a commutative ring; it could be E − H for a non-interacting particle hopping on a lattice, with E a number and H the one-particle Hamiltonian. Decouple the sites of a subset `S` by setting every entry in their rows and columns to zero, except for a 1 in each of their diagonal places. The theorem says that the determinant of this matrix equals that of `A` with the rows and columns of `S` deleted. The attempt splits the decoupled matrix into blocks, so that its determinant is that of the block on `S`, which is the identity, times that of the block on the other sites, which is unchanged from `A`.

In Lean, a first try:

```lean
import Mathlib

open Matrix

namespace SelfAvoidingPathRule

variable {V R : Type*} [Fintype V] [DecidableEq V] [CommRing R]

/-- The matrix `A` with the sites in `S` decoupled: their rows and columns are those of the
identity. -/
def isolate (A : Matrix V V R) (S : Finset V) : Matrix V V R :=
  Matrix.of fun r s => if r ∈ S ∨ s ∈ S then (if r = s then 1 else 0) else A r s

/-- The determinant of `A` with the rows and columns of the sites in `T` deleted. -/
def restDet (A : Matrix V V R) (T : Finset V) : R :=
  (A.submatrix (Subtype.val : {x // x ∉ T} → V) Subtype.val).det

/-- Decoupling the sites in `S` gives the same determinant as deleting them. -/
theorem det_isolate (A : Matrix V V R) (S : Finset V) :
    (isolate A S).det = restDet A S := by
  have h : ∀ r, ¬ r ∈ S → ∀ c, c ∈ S → isolate A S r c = 0 := by
    intro r hr c hc
    have hrc : r ≠ c := fun e => hr (e ▸ hc)
    simp [isolate, hc, hrc]
  have h1 : (isolate A S).toSquareBlockProp (fun x => x ∈ S) = 1 := by
    ext ⟨r, hr⟩ ⟨c, hc⟩
    change isolate A S r c = _
    simp [isolate, hr, Matrix.one_apply]
  rw [Matrix.twoBlockTriangular_det _ (fun x => x ∈ S) h, h1, @Matrix.det_one _ _ _ _ _,
    one_mul]
  unfold restDet
  congr 1
  ext ⟨r, hr⟩ ⟨c, hc⟩
  change isolate A S r c = A r c
  simp [isolate, hr, hc]

end SelfAvoidingPathRule
```

The compiler's answer:

```
Main.lean:29:62: error: synthesized type class instance is not definitionally equal to expression inferred by typing rules, synthesized
  Finset.Subtype.fintype S
inferred
  Subtype.fintype fun x => x ∈ S
```

The change, after which it compiles:

```diff
@@ -27,6 +27,11 @@
     change isolate A S r c = _
     simp [isolate, hr, Matrix.one_apply]
-  rw [Matrix.twoBlockTriangular_det _ (fun x => x ∈ S) h, h1, @Matrix.det_one _ _ _ _ _,
-    one_mul]
+  -- a block-triangular matrix whose first block is the identity
+  have key : ∀ (p : V → Prop) [DecidablePred p] (M : Matrix V V R),
+      (∀ r, ¬ p r → ∀ c, p c → M r c = 0) → M.toSquareBlockProp p = 1 →
+      M.det = (M.toSquareBlockProp fun x => ¬ p x).det := by
+    intro p _ M hM hM1
+    rw [Matrix.twoBlockTriangular_det M p hM, hM1, Matrix.det_one, one_mul]
+  refine (key (fun x => x ∈ S) (isolate A S) h h1).trans ?_
   unfold restDet
   congr 1
```

Diagnosis. The error is at `@Matrix.det_one _ _ _ _ _`, which should turn the determinant of the identity block into 1. A determinant over the sites of `S` depends on a `Fintype` instance, a listing of those sites. The goal carries `Subtype.fintype fun x => x ∈ S`, which filters the listing of all sites. Lean's own instance search, which still runs for the underscores after `@`, finds `Finset.Subtype.fintype S`, built from the finset itself. The two list the same elements, but they are not equal by definition, so Lean rejects the term.

The repair proves the step as `key`, for an arbitrary decidable predicate `p`. With no finset in sight, the search can only find the `Subtype.fintype` instance, which is the one in the goal, and `Matrix.det_one` rewrites without trouble. Applying `key` to `fun x => x ∈ S` then fills in `p` without a new search for that instance, and `.trans ?_` leaves the determinant of the other block for the rest of the proof, which is unchanged. The added comment is only explanatory.
